# The quantum metric, summed over two directions, and the non-abelian curvature add up to a Gram matrix

The declaration `metric_add_curvature` concerns a Hermitian projector P onto selected bands and two Hermitian matrices X and Y, all complex and of finite size; X and Y need not commute. With Q = 1 − P, the matrix-valued metric is PXQXP + PYQYP and the curvature is i(PXQYP − PYQXP). The theorem says that their sum is L†L, where L = Q(X + iY)P is the part of X + iY that carries states of the selected bands into the remaining ones. The attempt first brings L†L to the form P(X − iY)Q(X + iY)P, using Q² = Q, and then tries to multiply this out with `simp only` and compare the terms with `module`.

In Lean, a first try:

```lean
import Mathlib

open Matrix
open scoped ComplexOrder

namespace MatrixMetricCurvature

noncomputable section

variable {n : Type*} [Fintype n] [DecidableEq n]

/-- The matrix-valued quantum metric of the bands selected by `P`, summed over the two
directions `X` and `Y`. -/
def quantumMetric (P X Y : Matrix n n ℂ) : Matrix n n ℂ :=
  P * X * (1 - P) * X * P + P * Y * (1 - P) * Y * P

/-- The non-abelian curvature of the bands selected by `P`, as a matrix. -/
def curvature (P X Y : Matrix n n ℂ) : Matrix n n ℂ :=
  Complex.I • (P * X * (1 - P) * Y * P - P * Y * (1 - P) * X * P)

/-- The part of `X + iY` that carries states of the selected bands into the remaining ones. -/
def leakage (P X Y : Matrix n n ℂ) : Matrix n n ℂ :=
  (1 - P) * (X + Complex.I • Y) * P

/-- Expansion of `P (X - iY) Q (X + iY) P` in any complex algebra into its symmetric and
antisymmetric parts in `X` and `Y`. -/
theorem expand_product {R : Type*} [Ring R] [Algebra ℂ R] (P Q X Y : R) :
    P * X * Q * X * P + P * Y * Q * Y * P + Complex.I • (P * X * Q * Y * P - P * Y * Q * X * P)
      = P * (X - Complex.I • Y) * Q * (X + Complex.I • Y) * P := by
  have h (Z : R) : P * (X - Z) * Q * (X + Z) * P
      = P * X * Q * X * P + (P * X * Q * Z * P - P * Z * Q * X * P) - P * Z * Q * Z * P := by
    noncomm_ring
  -- pull the factors of i out of each term, using i * i = -1
  have h₁ : P * X * Q * (Complex.I • Y) * P = Complex.I • (P * X * Q * Y * P) := by
    simp only [mul_smul_comm, smul_mul_assoc]
  have h₂ : P * (Complex.I • Y) * Q * X * P = Complex.I • (P * Y * Q * X * P) := by
    simp only [mul_smul_comm, smul_mul_assoc]
  have h₃ : P * (Complex.I • Y) * Q * (Complex.I • Y) * P = -(P * Y * Q * Y * P) := by
    simp only [mul_smul_comm, smul_mul_assoc, smul_smul, Complex.I_mul_I, neg_smul, one_smul,
      neg_mul]
  have h₄ : Complex.I • (P * X * Q * Y * P - P * Y * Q * X * P)
      = Complex.I • (P * X * Q * Y * P) - Complex.I • (P * Y * Q * X * P) := smul_sub _ _ _
  rw [h (Complex.I • Y), h₁, h₂, h₃, h₄]
  abel

/-- Metric plus curvature is the Gram matrix of the leakage operator. -/
theorem metric_add_curvature {P X Y : Matrix n n ℂ} (hP : P.IsHermitian) (hPP : P * P = P)
    (hX : X.IsHermitian) (hY : Y.IsHermitian) :
    quantumMetric P X Y + curvature P X Y = (leakage P X Y)ᴴ * leakage P X Y := by
  have hL : (leakage P X Y)ᴴ = P * (X - Complex.I • Y) * (1 - P) := by
    simp only [leakage, conjTranspose_mul, conjTranspose_add, conjTranspose_sub,
      conjTranspose_one, conjTranspose_smul, hX.eq, hY.eq, hP.eq, Complex.star_def,
      Complex.conj_I, neg_smul]
    rw [← sub_eq_add_neg, mul_assoc]
  -- the complementary projector is idempotent
  have hQ : (1 - P) * (1 - P) = 1 - P := by
    have h : (1 - P) * (1 - P) = 1 - P - (P - P * P) := by noncomm_ring
    rw [h, hPP, sub_self, sub_zero]
  have hG : (leakage P X Y)ᴴ * leakage P X Y
      = P * (X - Complex.I • Y) * ((1 - P) * (1 - P)) * (X + Complex.I • Y) * P := by
    rw [hL, leakage]
    simp only [mul_assoc]
  rw [hG, hQ, quantumMetric, curvature]
  generalize 1 - P = Q
  -- expand the product, using i * i = -1
  simp only [mul_add, add_mul, mul_sub, sub_mul, Matrix.smul_mul, Matrix.mul_smul, smul_smul,
    smul_add, smul_sub, Complex.I_mul_I, neg_smul, one_smul]
  module

end

end MatrixMetricCurvature
```

Messages:

```
Main.lean:68:2: error: ring failed, ring expressions not equal
n : Type u_1
inst✝¹ : Fintype n
inst✝ : DecidableEq n
P X Y : Matrix n n ℂ
hP : P.IsHermitian
hPP : P * P = P
hX : X.IsHermitian
hY : Y.IsHermitian
hL : (leakage P X Y)ᴴ = P * (X - Complex.I • Y) * (1 - P)
hQ : (1 - P) * (1 - P) = 1 - P
hG : (leakage P X Y)ᴴ * leakage P X Y = P * (X - Complex.I • Y) * ((1 - P) * (1 - P)) * (X + Complex.I • Y) * P
Q : Matrix n n ℂ
⊢ 1 = 0
Main.lean:67:4: warning: This simp argument is unused:
  smul_add

Hint: Omit it from the simp argument list.
  [apply] simp only [mul_add, add_mul, mul_sub, sub_mul, Matrix.smul_mul, Matrix.mul_smul, smul_smul, smul_sub,
    Complex.I_mul_I, neg_smul, one_smul]

Note: This linter can be disabled with `set_option linter.unusedSimpArgs false`
```

Cause. The error comes from `module`, which is left with `1 = 0` when it compares coefficients. The `simp only` call works from the inside outwards, so it turns i · i into a minus sign before it multiplies by the last `P`. This produces the term `(-(P * Y * Q * Y)) * P`, and the list has no `neg_mul` to move the sign out of the product. `module` handles sums and scalar multiples but does not look inside matrix products, so it doesn't recognise this term as `-(P * Y * Q * Y * P)`. The term `P * Y * Q * Y * P` then has coefficient 1 on the left and 0 on the right.

The repair replaces the expansion with `expand_product`, proved earlier in the file, whose statement with `1 - P` for `Q` is exactly the remaining goal. Its own proof does use `neg_mul`, in the step `h₃`. The `generalize` line goes too, since the lemma holds for any `Q`. The warning about `smul_add` only reports an unused lemma, and disappears with the `simp only` call.

The change, after which it compiles:

```diff
@@ -62,9 +62,5 @@
     simp only [mul_assoc]
   rw [hG, hQ, quantumMetric, curvature]
-  generalize 1 - P = Q
-  -- expand the product, using i * i = -1
-  simp only [mul_add, add_mul, mul_sub, sub_mul, Matrix.smul_mul, Matrix.mul_smul, smul_smul,
-    smul_add, smul_sub, Complex.I_mul_I, neg_smul, one_smul]
-  module
+  exact expand_product P (1 - P) X Y
 
 end
```
